# Pöschl–Teller well: solutions $\sin^\kappa x\,\cos^\lambda x\,p(\sin^2 x)$ and their energies

Let $g=\sin^\kappa x\cos^\lambda x$ on $(0,\pi/2)$, with $\kappa,\lambda>0$, and let $s=\sin^2x$. The logarithmic derivative of $g$ is $W=\kappa\cot x-\lambda\tan x$, so $g''=(W^2+W')g$. Since $\cot^2x=1/\sin^2x-1$ and $\tan^2x=1/\cos^2x-1$,

$$W^2+W'=V-(\kappa+\lambda)^2,\qquad V=\frac{\kappa(\kappa-1)}{\sin^2x}+\frac{\lambda(\lambda-1)}{\cos^2x}.$$

Thus $g$ solves $-\psi''+V\psi=E\psi$ with $E=(\kappa+\lambda)^2$, in units where $\hbar^2/2m=1$. Now try $\psi=g\,(1+as)$ with a constant $a\neq0$. From $s'=2\sin x\cos x$ and $s''=2(1-2s)$,

$$\psi''=\bigl(V-(\kappa+\lambda)^2\bigr)\psi+4ag\bigl[(\kappa+\tfrac12)-(\kappa+\lambda+1)s\bigr].$$

For this to equal $(V-E)\psi$, the terms in $s$ require $E=(\kappa+\lambda)^2+4(\kappa+\lambda+1)=(\kappa+\lambda+2)^2$. The constant terms then give $a=-(\kappa+\lambda+1)/(\kappa+\tfrac12)$. The highest power fixes the energy, and the lower one fixes the polynomial.

## Every degree $n$ gives the energy $(\kappa+\lambda+2n)^2$

The claim is that for every natural $n$ there is a real polynomial $p$ of degree $n$ such that $\psi=g\,p(s)$ tends to zero at both walls and has energy $(\kappa+\lambda+2n)^2$. Differentiating twice,

$$\psi''=g\bigl[(W^2+W')p+(2Ws'+s'')p'+s'^2p''\bigr],$$

where primes on $p$ mean $d/ds$. Here $Ws'=2\kappa-2(\kappa+\lambda)s$ and $s'^2=4s(1-s)$, so

$$\psi''=(V-E)\psi+4g\,(Jp)(s),$$

$$Jp=s(1-s)p''+\bigl[(\kappa+\tfrac12)-(\kappa+\lambda+1)s\bigr]p'+\tfrac14\bigl[E-(\kappa+\lambda)^2\bigr]p.$$

With $p=\sum_k a_ks^k$, the coefficient of $s^k$ in $Jp$ is

$$(k+1)(k+\kappa+\tfrac12)a_{k+1}+\Bigl[\tfrac14\bigl(E-(\kappa+\lambda)^2\bigr)-k(k+\kappa+\lambda)\Bigr]a_k.$$

At $E=(\kappa+\lambda+2n)^2$ the bracket equals $(n-k)(n+k+\kappa+\lambda)$, so $Jp=0$ becomes

$$a_{k+1}=\frac{(k-n)(k+n+\kappa+\lambda)}{(k+1)(k+\kappa+\frac12)}\,a_k,\qquad a_0=1.$$

No factor vanishes for $k<n$, and the factor at $k=n$ is zero, so the degree is exactly $n$. The positive exponents make $\psi$ vanish at the walls.

Conversely, suppose $g\,p(s)$ with $p\ne0$ of degree $d$ solves the equation. Then $Jp$ vanishes on $0<s<1$ and is the zero polynomial. Its coefficient of $s^d$ gives $E=(\kappa+\lambda)^2+4d(d+\kappa+\lambda)=(\kappa+\lambda+2d)^2$. This step needs neither boundary conditions nor positive exponents.

At $\kappa=\lambda=1$ the potential vanishes and the well is a box of width $\pi/2$. The levels become $4(n+1)^2$, and the case $n=1$ gives $\sin x\cos x\,(1-2\sin^2x)=\tfrac14\sin4x$.

For $\kappa,\lambda>1$, these levels provide exact reference values for a numerical Schrödinger solver for one particle in one dimension, including its treatment of singular walls.

## The well and its wave functions in Lean

All quantities are real, and `lam` stands for $\lambda$.

```lean
import Mathlib

open Real Polynomial Filter Topology Set

namespace TrigonometricPoschlTeller

noncomputable section
```

The next definitions are $V$, $g$, $W$, $\psi$ and $\psi'$, in that order. Their formulas carry the physical meaning only between the walls.

```lean
/-- The trigonometric Pöschl-Teller potential, for `x` strictly between the walls `0` and `π/2`. -/
def potential (κ lam x : ℝ) : ℝ :=
  κ * (κ - 1) / sin x ^ 2 + lam * (lam - 1) / cos x ^ 2

/-- The nodeless factor `sin^κ x cos^lam x`, for `x` between the walls. -/
def ground (κ lam x : ℝ) : ℝ := sin x ^ κ * cos x ^ lam

/-- The function `κ cot x - lam tan x`, for `x` strictly between the walls. -/
def logSlope (κ lam x : ℝ) : ℝ := κ * (cos x / sin x) - lam * (sin x / cos x)

/-- The wave function `sin^κ x cos^lam x p(sin² x)`. -/
def state (κ lam : ℝ) (p : ℝ[X]) (x : ℝ) : ℝ := ground κ lam x * p.eval (sin x ^ 2)

/-- The expression for the first derivative of `state`, for `x` strictly between the walls. -/
def stateSlope (κ lam : ℝ) (p : ℝ[X]) (x : ℝ) : ℝ :=
  ground κ lam x * (logSlope κ lam x * p.eval (sin x ^ 2)
    + 2 * sin x * cos x * (derivative p).eval (sin x ^ 2))
```

Solving the equation means that some function `φ` is the derivative of `ψ` throughout the open interval and itself has derivative $(V-E)\psi$. `HasDerivAt` asserts that each derivative exists and has the stated value.

```lean
/-- `ψ` is twice differentiable and solves `-ψ'' + V ψ = E ψ` on `(0, π/2)`;
`φ` is its first derivative. -/
def SolvesSchrodinger (κ lam E : ℝ) (ψ : ℝ → ℝ) : Prop :=
  ∃ φ : ℝ → ℝ, ∀ x ∈ Ioo 0 (π / 2),
    HasDerivAt ψ (φ x) x ∧ HasDerivAt φ ((potential κ lam x - E) * ψ x) x
```

The operator $J$ acts on polynomials, with `X` in the role of $s$. The recursion starts from $a_0=1$, which fixes the scale of $p$ but does not normalise $\psi$.

```lean
/-- The hypergeometric operator acting on the polynomial factor in the variable `sin² x`. -/
def jacobiOp (κ lam E : ℝ) (p : ℝ[X]) : ℝ[X] :=
  X * (1 - X) * derivative (derivative p)
    + (C (κ + 1 / 2) - C (κ + lam + 1) * X) * derivative p
    + C ((E - (κ + lam) ^ 2) / 4) * p

/-- Coefficients of the polynomial factor of level `n`, from a two-term recursion;
meant for `κ > -1/2`. -/
def jacobiCoeff (κ lam : ℝ) (n : ℕ) : ℕ → ℝ
  | 0 => 1
  | k + 1 => jacobiCoeff κ lam n k *
      (((k - n) * (k + n + κ + lam)) / ((k + 1) * (k + κ + 1 / 2)))

/-- The polynomial factor of level `n`, for `κ > -1/2`. -/
def jacobiPoly (κ lam : ℝ) (n : ℕ) : ℝ[X] :=
  ∑ k ∈ Finset.range (n + 1), monomial k (jacobiCoeff κ lam n k)
```

## From two derivatives to the operator $J$

The first three lemmas give $g'=Wg$, the chain rule for $p(\sin^2x)$, and $\psi'$. Strict positivity of sine and cosine between the walls justifies differentiating the real powers.

```lean
/-- Between the walls, the logarithmic derivative of the nodeless factor is
`κ cot x - lam tan x`. -/
theorem hasDerivAt_ground (κ lam : ℝ) {x : ℝ} (hx : x ∈ Ioo 0 (π / 2)) :
    HasDerivAt (ground κ lam) (logSlope κ lam x * ground κ lam x) x := by
  have hs : 0 < sin x := sin_pos_of_pos_of_lt_pi hx.1 (by linarith [hx.2, pi_pos])
  have hc : 0 < cos x := cos_pos_of_mem_Ioo ⟨by linarith [hx.1, pi_pos], hx.2⟩
  have h1 := (Real.hasDerivAt_sin x).rpow_const (p := κ) (Or.inl hs.ne')
  have h2 := (Real.hasDerivAt_cos x).rpow_const (p := lam) (Or.inl hc.ne')
  refine (h1.fun_mul h2).congr_deriv ?_
  rw [rpow_sub_one hs.ne', rpow_sub_one hc.ne']
  simp only [ground, logSlope]
  ring

/-- Chain rule for a polynomial in `sin² x`. -/
theorem hasDerivAt_eval_sin_sq (q : ℝ[X]) (x : ℝ) :
    HasDerivAt (fun y => q.eval (sin y ^ 2))
      ((derivative q).eval (sin x ^ 2) * (2 * sin x * cos x)) x := by
  have h : HasDerivAt (fun y => sin y ^ 2) (2 * sin x * cos x) x := by
    simpa using (Real.hasDerivAt_sin x).fun_pow 2
  exact (q.hasDerivAt (sin x ^ 2)).comp x h

/-- Between the walls, `stateSlope` is the first derivative of the wave function. -/
theorem hasDerivAt_state (κ lam : ℝ) (p : ℝ[X]) {x : ℝ} (hx : x ∈ Ioo 0 (π / 2)) :
    HasDerivAt (state κ lam p) (stateSlope κ lam p x) x := by
  refine ((hasDerivAt_ground κ lam hx).fun_mul (hasDerivAt_eval_sin_sq p x)).congr_deriv ?_
  simp only [stateSlope]
  ring
```

The second derivative follows the calculation above. In the proof, `hR` is the identity for $W^2+W'$, `hT` evaluates $W\sin x\cos x$, and `hc2` replaces $\cos^2x$ by $1-\sin^2x$. The final `linear_combination` adds these identities with suitable multipliers.

```lean
/-- Between the walls, the second derivative of the wave function is `(V - E) ψ` plus a remainder
proportional to the hypergeometric operator applied to `p`. -/
theorem hasDerivAt_stateSlope (κ lam E : ℝ) (p : ℝ[X]) {x : ℝ} (hx : x ∈ Ioo 0 (π / 2)) :
    HasDerivAt (stateSlope κ lam p) ((potential κ lam x - E) * state κ lam p x
      + 4 * ground κ lam x * (jacobiOp κ lam E p).eval (sin x ^ 2)) x := by
  have hs : sin x ≠ 0 := (sin_pos_of_pos_of_lt_pi hx.1 (by linarith [hx.2, pi_pos])).ne'
  have hc : cos x ≠ 0 := (cos_pos_of_mem_Ioo ⟨by linarith [hx.1, pi_pos], hx.2⟩).ne'
  have hc2 : cos x ^ 2 = 1 - sin x ^ 2 := by linarith [sin_sq_add_cos_sq x]
  have hs2 : sin x ^ 2 = 1 - cos x ^ 2 := by linarith
  have hcot : HasDerivAt (fun y => cos y / sin y) (-(1 / sin x ^ 2)) x := by
    refine ((Real.hasDerivAt_cos x).fun_div (Real.hasDerivAt_sin x) hs).congr_deriv ?_
    rw [show -sin x * sin x - cos x * cos x = -1 by linear_combination -hc2]
    ring
  have htan : HasDerivAt (fun y => sin y / cos y) (1 / cos x ^ 2) x := by
    refine ((Real.hasDerivAt_sin x).fun_div (Real.hasDerivAt_cos x) hc).congr_deriv ?_
    rw [show cos x * cos x - sin x * -sin x = 1 by linear_combination hc2]
  have hW : HasDerivAt (logSlope κ lam)
      (κ * -(1 / sin x ^ 2) - lam * (1 / cos x ^ 2)) x :=
    (hcot.const_mul κ).fun_sub (htan.const_mul lam)
  have hsc : HasDerivAt (fun y => 2 * sin y * cos y) (2 * (cos x ^ 2 - sin x ^ 2)) x :=
    (((Real.hasDerivAt_sin x).const_mul 2).fun_mul (Real.hasDerivAt_cos x)).congr_deriv
      (by ring)
  -- the Riccati identity produces the potential
  have ha : (cos x / sin x) ^ 2 = 1 / sin x ^ 2 - 1 := by
    rw [div_pow, hc2, sub_div, div_self (pow_ne_zero 2 hs)]
  have hb : (sin x / cos x) ^ 2 = 1 / cos x ^ 2 - 1 := by
    rw [div_pow, hs2, sub_div, div_self (pow_ne_zero 2 hc)]
  have hab : (cos x / sin x) * (sin x / cos x) = 1 := by field_simp
  have hR : logSlope κ lam x ^ 2 + (κ * -(1 / sin x ^ 2) - lam * (1 / cos x ^ 2))
      = potential κ lam x - (κ + lam) ^ 2 := by
    simp only [logSlope, potential]
    linear_combination κ ^ 2 * ha + lam ^ 2 * hb - 2 * κ * lam * hab
  have hT : logSlope κ lam x * (sin x * cos x) = κ * cos x ^ 2 - lam * sin x ^ 2 := by
    simp only [logSlope]
    linear_combination κ * cos x * div_mul_cancel₀ (cos x) hs
      - lam * sin x * div_mul_cancel₀ (sin x) hc
  refine ((hasDerivAt_ground κ lam hx).fun_mul
    ((hW.fun_mul (hasDerivAt_eval_sin_sq p x)).fun_add
      (hsc.fun_mul (hasDerivAt_eval_sin_sq (derivative p) x)))).congr_deriv ?_
  simp only [jacobiOp, state, eval_add, eval_mul, eval_sub, eval_X, eval_one, eval_C]
  linear_combination ground κ lam x * p.eval (sin x ^ 2) * hR
    + 4 * ground κ lam x * (derivative p).eval (sin x ^ 2) * hT
    + ground κ lam x * ((4 * κ + 2) * (derivative p).eval (sin x ^ 2)
      + 4 * sin x ^ 2 * (derivative (derivative p)).eval (sin x ^ 2)) * hc2
```

## A recursion that stops at degree $n$

The coefficient formula is proved with $k=0$ and $k=1$ treated separately, because multiplication by `X` shifts the indices.

```lean
/-- The hypergeometric operator couples only neighbouring coefficients. -/
theorem coeff_jacobiOp (κ lam E : ℝ) (p : ℝ[X]) (k : ℕ) :
    (jacobiOp κ lam E p).coeff k = (k + 1) * (k + κ + 1 / 2) * p.coeff (k + 1)
      + ((E - (κ + lam) ^ 2) / 4 - k * (k + κ + lam)) * p.coeff k := by
  have h : jacobiOp κ lam E p = X * derivative (derivative p)
      - X * (X * derivative (derivative p)) + C (κ + 1 / 2) * derivative p
      - C (κ + lam + 1) * (X * derivative p) + C ((E - (κ + lam) ^ 2) / 4) * p := by
    rw [jacobiOp]
    ring
  rw [h]
  rcases k with _ | _ | k <;>
    simp only [coeff_add, coeff_sub, coeff_C_mul, coeff_X_mul, mul_coeff_zero, coeff_X_zero,
      coeff_C_zero, coeff_derivative, Nat.cast_add, Nat.cast_one, Nat.cast_zero] <;>
    ring
```

The polynomial is defined as a finite sum, while the recursion runs over all $k$. The two agree because every coefficient beyond $n$ is zero, which `hz` shows by induction.

```lean
/-- The coefficients of `jacobiPoly` obey the recursion at every order. -/
theorem coeff_jacobiPoly (κ lam : ℝ) (n k : ℕ) :
    (jacobiPoly κ lam n).coeff k = jacobiCoeff κ lam n k := by
  -- the recursion terminates after order `n`
  have hz : ∀ j, jacobiCoeff κ lam n (n + 1 + j) = 0 := by
    intro j
    induction j with
    | zero => simp [jacobiCoeff]
    | succ j ih =>
      change jacobiCoeff κ lam n (n + 1 + j) * _ = 0
      rw [ih, zero_mul]
  rw [jacobiPoly, Polynomial.finsetSum_coeff]
  simp only [coeff_monomial, Finset.sum_ite_eq', Finset.mem_range]
  split_ifs with h
  · rfl
  · obtain ⟨j, rfl⟩ := Nat.exists_eq_add_of_le (not_lt.mp h)
    exact (hz j).symm
```

Comparing coefficients now gives $Jp=0$. The hypothesis $\kappa>0$ keeps the denominators nonzero.

```lean
/-- For `κ > 0`, the hypergeometric operator at energy `(κ + lam + 2n)²` annihilates `jacobiPoly`.
-/
theorem jacobiOp_jacobiPoly {κ : ℝ} (hκ : 0 < κ) (lam : ℝ) (n : ℕ) :
    jacobiOp κ lam ((κ + lam + 2 * n) ^ 2) (jacobiPoly κ lam n) = 0 := by
  ext k
  rw [coeff_jacobiOp, coeff_jacobiPoly, coeff_jacobiPoly, coeff_zero]
  have hne : ((k : ℝ) + 1) * (k + κ + 1 / 2) ≠ 0 := by positivity
  have hrec : jacobiCoeff κ lam n (k + 1) = jacobiCoeff κ lam n k *
      (((k - n) * (k + n + κ + lam)) / ((k + 1) * (k + κ + 1 / 2))) := rfl
  have h := div_mul_cancel₀ (((k : ℝ) - n) * (k + n + κ + lam)) hne
  rw [hrec]
  linear_combination jacobiCoeff κ lam n k * h
```

For the degree, an induction shows that the coefficients up to $n$ are nonzero. Positivity of both exponents ensures that $k+n+\kappa+\lambda$ does not vanish.

```lean
/-- For `κ, lam > 0` the polynomial factor of level `n` has degree exactly `n`. -/
theorem degree_jacobiPoly {κ lam : ℝ} (hκ : 0 < κ) (hlam : 0 < lam) (n : ℕ) :
    (jacobiPoly κ lam n).degree = n := by
  have hne : ∀ k, k ≤ n → jacobiCoeff κ lam n k ≠ 0 := by
    intro k
    induction k with
    | zero => intro _; exact one_ne_zero
    | succ k ih =>
      intro hk
      have h1 : (k : ℝ) - n ≠ 0 := by
        have : (k : ℝ) < n := by exact_mod_cast hk
        linarith
      have h2 : (k : ℝ) + n + κ + lam ≠ 0 := by positivity
      have h3 : ((k : ℝ) + 1) * (k + κ + 1 / 2) ≠ 0 := by positivity
      exact mul_ne_zero (ih (by omega)) (div_ne_zero (mul_ne_zero h1 h2) h3)
  refine degree_eq_of_le_of_coeff_ne_zero ?_ (by rw [coeff_jacobiPoly]; exact hne n le_rfl)
  rw [degree_le_iff_coeff_zero]
  intro m hm
  have hm' : n < m := by exact_mod_cast hm
  rw [jacobiPoly, Polynomial.finsetSum_coeff]
  refine Finset.sum_eq_zero fun j hj => ?_
  have hj' := Finset.mem_range.mp hj
  rw [coeff_monomial, if_neg (by omega)]
```

## Existence of the levels, and the converse

The existence theorem assumes only $\kappa,\lambda>0$, which includes the range $\kappa,\lambda>1$ where both walls are repulsive. Since `degree` of the zero polynomial is not a natural number, `p.degree = n` also rules out the trivial solution. The wall conditions are one-sided limits, obtained from continuity and the value zero at each endpoint. The equation follows from the second-derivative lemma once $Jp=0$ removes the remainder.

If $0<\kappa<1$, replacing $\kappa$ by $1-\kappa$ leaves $V$ unchanged and the theorem applies to both exponents. Vanishing at the walls then does not select the levels: near $x=0$ the solutions behave like combinations of $x^\kappa$ and $x^{1-\kappa}$ (of $\sqrt x$ and $\sqrt x\,\ln x$ if $\kappa=\tfrac12$), and all of these tend to zero.

```lean
/-- Pöschl-Teller levels: for `κ, lam > 0` and every `n` there is a polynomial `p` of degree `n`
such that `sin^κ x cos^lam x p(sin² x)` tends to zero at both walls and solves the Schrödinger
equation with energy `(κ + lam + 2n)²`. -/
theorem poschlTeller_levels {κ lam : ℝ} (hκ : 0 < κ) (hlam : 0 < lam) (n : ℕ) :
    ∃ p : ℝ[X], p.degree = n ∧
      Tendsto (state κ lam p) (𝓝[>] 0) (𝓝 0) ∧
      Tendsto (state κ lam p) (𝓝[<] (π / 2)) (𝓝 0) ∧
      SolvesSchrodinger κ lam ((κ + lam + 2 * n) ^ 2) (state κ lam p) := by
  have hcont : Continuous (state κ lam (jacobiPoly κ lam n)) :=
    ((continuous_sin.rpow_const fun _ => Or.inr hκ.le).mul
      (continuous_cos.rpow_const fun _ => Or.inr hlam.le)).mul
      ((jacobiPoly κ lam n).continuous.comp (continuous_sin.pow 2))
  refine ⟨jacobiPoly κ lam n, degree_jacobiPoly hκ hlam n, ?_, ?_,
    stateSlope κ lam (jacobiPoly κ lam n), fun x hx => ⟨hasDerivAt_state κ lam _ hx, ?_⟩⟩
  · exact (hcont.tendsto' 0 0 (by simp [state, ground, zero_rpow hκ.ne'])).mono_left
      nhdsWithin_le_nhds
  · exact (hcont.tendsto' (π / 2) 0 (by simp [state, ground, zero_rpow hlam.ne'])).mono_left
      nhdsWithin_le_nhds
  · refine (hasDerivAt_stateSlope κ lam ((κ + lam + 2 * n) ^ 2) _ hx).congr_deriv ?_
    rw [jacobiOp_jacobiPoly hκ, eval_zero, mul_zero, add_zero]
```

The converse holds for all real $\kappa$ and $\lambda$, but only for wave functions of the form $g\,p(s)$; it does not exclude eigenfunctions of another form. Its proof first identifies the unknown `φ` with `stateSlope` by uniqueness of derivatives. Comparing second derivatives then gives $4g\,(Jp)(s)=0$, and $g>0$ leaves $(Jp)(s)=0$. Each $y\in(0,1)$ is reached by taking $x=\arcsin\sqrt y$, so $Jp$ has infinitely many roots and is zero. Its coefficient at `p.natDegree` yields the energy.

```lean
/-- Converse: if `sin^κ x cos^lam x p(sin² x)` with `p ≠ 0` solves the Schrödinger equation
with energy `E`, then `E = (κ + lam + 2 deg p)²`. -/
theorem energy_eq_of_solves {κ lam E : ℝ} {p : ℝ[X]} (hp : p ≠ 0)
    (h : SolvesSchrodinger κ lam E (state κ lam p)) :
    E = (κ + lam + 2 * p.natDegree) ^ 2 := by
  obtain ⟨φ, hφ⟩ := h
  -- the remainder in the second derivative must vanish between the walls
  have hroot : ∀ x ∈ Ioo 0 (π / 2), (jacobiOp κ lam E p).eval (sin x ^ 2) = 0 := by
    intro x hx
    have heq : stateSlope κ lam p =ᶠ[𝓝 x] φ := by
      filter_upwards [Ioo_mem_nhds hx.1 hx.2] with y hy
      exact (hasDerivAt_state κ lam p hy).unique (hφ y hy).1
    have h2 := ((hφ x hx).2.congr_of_eventuallyEq heq).unique
      (hasDerivAt_stateSlope κ lam E p hx)
    have hg : 0 < ground κ lam x := mul_pos
      (rpow_pos_of_pos (sin_pos_of_pos_of_lt_pi hx.1 (by linarith [hx.2, pi_pos])) _)
      (rpow_pos_of_pos (cos_pos_of_mem_Ioo ⟨by linarith [hx.1, pi_pos], hx.2⟩) _)
    have h3 : 4 * ground κ lam x * (jacobiOp κ lam E p).eval (sin x ^ 2) = 0 := by linarith
    exact (mul_eq_zero.mp h3).resolve_left (by positivity)
  -- a polynomial vanishing on an interval is zero
  have hzero : jacobiOp κ lam E p = 0 := by
    refine eq_zero_of_infinite_isRoot _
      ((Ioo_infinite (show (0 : ℝ) < 1 by norm_num)).mono fun y hy => ?_)
    have hy0 : 0 < √y := Real.sqrt_pos.mpr hy.1
    have hy1 : √y < 1 := by nlinarith [Real.sq_sqrt hy.1.le, hy.2]
    have h4 := hroot (arcsin √y) ⟨arcsin_pos.mpr hy0, arcsin_lt_pi_div_two.mpr hy1⟩
    rw [sin_arcsin (by linarith) hy1.le, Real.sq_sqrt hy.1.le] at h4
    exact h4
  -- the leading coefficient fixes the energy
  have hlead := coeff_jacobiOp κ lam E p p.natDegree
  rw [hzero, coeff_zero, coeff_eq_zero_of_natDegree_lt (Nat.lt_succ_self p.natDegree),
    mul_zero, zero_add] at hlead
  have h5 := (mul_eq_zero.mp hlead.symm).resolve_right (leadingCoeff_ne_zero.mpr hp)
  linear_combination 4 * h5

end

end TrigonometricPoschlTeller
```

```lean
#print axioms TrigonometricPoschlTeller.poschlTeller_levels
#print axioms TrigonometricPoschlTeller.energy_eq_of_solves
```

```
'TrigonometricPoschlTeller.poschlTeller_levels' depends on axioms: [propext, Classical.choice, Quot.sound]
'TrigonometricPoschlTeller.energy_eq_of_solves' depends on axioms: [propext, Classical.choice, Quot.sound]
```
